# For a Hermitian matrix and a real shift that is not an eigenvalue, a QR step is a power step and an inverse step

Take the real symmetric matrix H with rows (4, 4) and (4, 1), and the shift s = 1. Number the basis vectors from zero, so that e_0 = (1, 0) and e_1 = (0, 1). The shifted matrix H − 1 has rows (3, 4) and (4, 0), and it factors as QR, where

Q has columns q_0 = (3/5, 4/5) and q_1 = (−4/5, 3/5),

R has rows (5, 12/5) and (0, −16/5).

Applying H − 1 to e_0 and to q_1 gives

(H − 1) e_0 = (3, 4) = 5 q_0,

(H − 1) q_1 = (0, −16/5) = −(16/5) e_1.

The first column of Q is therefore a normalised power step from e_0. The last column is −(16/5)(H − 1)⁻¹ e_1, a normalised inverse step from e_1. Both factors are diagonal entries of R.

The same holds for a Hermitian matrix of any finite size and a real shift that is not an eigenvalue, except that the factor for the last column is in general the complex conjugate of the diagonal entry of R. The result carries over to a sequence of steps. For a Hamiltonian matrix in a finite orthonormal basis, and in exact arithmetic, one QR step thus produces a trial vector of each kind, and the diagonal entries of the new matrix are the energy expectation values of the columns of Q.

## The step and its data

Matrices are complex and of size n + 1, with indices 0, …, n, so a first and a last basis vector always exist.

```lean
import Mathlib

open Matrix

namespace QRStepTwoIterations

noncomputable section

/-- Complex square matrices of size `n + 1`. -/
abbrev Mat (n : ℕ) := Matrix (Fin (n + 1)) (Fin (n + 1)) ℂ
```

The shift s is real and plays the part of a trial energy. The shifted matrix is H − s·1.

```lean
variable {n : ℕ}

/-- The shifted matrix `H - s`. -/
def shifted (H : Mat n) (s : ℝ) : Mat n := H - (s : ℂ) • (1 : Mat n)
```

The vector e_i has entry one at position i and zeros elsewhere.

```lean
/-- The basis vector with entry one at position `i`. -/
def basisVec (i : Fin (n + 1)) : Fin (n + 1) → ℂ := Pi.single i 1
```

A QR step from H to H′ consists of four conditions:

Q*Q = 1, R_ij = 0 for j < i, H − s = QR, H′ = RQ + s.

Here * is the adjoint, written `ᴴ` in Lean. `QRStep` takes the factors as given. It neither constructs them nor fixes the phases of the diagonal of R, so the results hold for every valid factorisation.

```lean
/-- One shifted QR step: factor `H - s = Q R` with `Q` unitary and `R` upper triangular,
then form `H' = R Q + s`. -/
structure QRStep (H : Mat n) (s : ℝ) (Q R H' : Mat n) : Prop where
  unitary : Qᴴ * Q = 1
  upper : ∀ i j, j < i → R i j = 0
  factor : shifted H s = Q * R
  next : H' = R * Q + (s : ℂ) • (1 : Mat n)
```

For several steps, H_j is the matrix before step j, with shift s_j and factors Q_j and R_j. The unitary factors accumulate on the right:

U_k = Q_0 Q_1 ⋯ Q_{k−1}, U_0 = 1.

```lean
/-- The product `Q₀ Q₁ ⋯` of the unitary factors of the first `k` steps. -/
def accumulated (Q : ℕ → Mat n) : ℕ → Mat n
  | 0 => 1
  | k + 1 => accumulated Q k * Q k
```

The shifted copies of a fixed matrix H accumulate on the left:

P_k = (H − s_{k−1}) ⋯ (H − s_0), P_0 = 1.

```lean
/-- The product of the shifted matrices `H - s_j` over the first `k` shifts. -/
def shiftProduct (H : Mat n) (s : ℕ → ℝ) : ℕ → Mat n
  | 0 => 1
  | k + 1 => shifted H (s k) * shiftProduct H s k
```

Column j of a matrix M is M e_j, so (M e_j)_i = M_ij.

```lean
lemma mulVec_basisVec (M : Mat n) (i j : Fin (n + 1)) : (M *ᵥ basisVec j) i = M i j := by
  simp [basisVec, Matrix.mulVec, dotProduct, Pi.single_apply]
```

## Nonzero factors

That s is not an eigenvalue is expressed by saying that Hv = sv forces v = 0. If det(H − s) were zero, some nonzero v would satisfy (H − s)v = 0, which is excluded.

```lean
lemma det_shifted_ne_zero {H : Mat n} {s : ℝ}
    (hs : ∀ v, H *ᵥ v = (s : ℂ) • v → v = 0) : (shifted H s).det ≠ 0 := by
  intro hd
  obtain ⟨v, hv, h0⟩ := Matrix.exists_mulVec_eq_zero_iff.mpr hd
  have h1 : shifted H s *ᵥ v = H *ᵥ v - (s : ℂ) • v := by
    simp [shifted, Matrix.sub_mulVec, Matrix.smul_mulVec]
  exact hv (hs v (sub_eq_zero.mp (h1.symm.trans h0)))
```

The determinant of a triangular matrix is the product of its diagonal entries, so

det(H − s) = det Q · ∏_i R_ii.

The left side is nonzero, and hence so is every R_ii.

```lean
lemma diag_ne_zero {H Q R H' : Mat n} {s : ℝ} (h : QRStep H s Q R H')
    (hd : (shifted H s).det ≠ 0) (i : Fin (n + 1)) : R i i ≠ 0 := by
  intro hi
  have hR : R.BlockTriangular id := by
    intro a b hab
    exact h.upper a b hab
  have hp : ∏ j, R j j = 0 := Finset.prod_eq_zero (Finset.mem_univ i) hi
  apply hd
  rw [h.factor, Matrix.det_mul, Matrix.det_of_isUpperTriangular hR, hp, mul_zero]
```

## One step

Multiplying H − s = QR by Q* from the left gives R = Q*(H − s). Then

H′ = Q*(H − s)Q + s = Q*HQ − s Q*Q + s = Q*HQ.

This part needs neither Hermiticity nor a condition on the shift.

```lean
/-- A shifted QR step is a unitary similarity: `R Q + s = Q* H Q`. -/
theorem step_similarity {H Q R H' : Mat n} {s : ℝ} (h : QRStep H s Q R H') :
    H' = Qᴴ * H * Q := by
  have hR : R = Qᴴ * shifted H s := by
    rw [h.factor, ← mul_assoc, h.unitary, one_mul]
  rw [h.next, hR, shifted, mul_sub, sub_mul, mul_smul_comm, mul_one, smul_mul_assoc,
    h.unitary, sub_add_cancel]
```

Since R is upper triangular, its first column has only a top entry, R e_0 = R_00 e_0. Therefore

(H − s) e_0 = QR e_0 = R_00 Q e_0.

This relation, too, needs neither Hermiticity nor a condition on the shift.

```lean
/-- The shifted matrix sends the first basis vector to `R 0 0` times the first column of `Q`. -/
theorem first_column {H Q R H' : Mat n} {s : ℝ} (h : QRStep H s Q R H') :
    shifted H s *ᵥ basisVec 0 = R 0 0 • (Q *ᵥ basisVec 0) := by
  have hR : R *ᵥ basisVec 0 = R 0 0 • basisVec 0 := by
    ext i
    rw [mulVec_basisVec]
    by_cases hi : i = 0
    · subst hi
      simp [basisVec]
    · have h0 := h.upper i 0 (Fin.pos_iff_ne_zero.mpr hi)
      simp [basisVec, hi, h0]
  rw [h.factor, ← Matrix.mulVec_mulVec, hR, Matrix.mulVec_smul]
```

For the last column, Hermiticity of H and reality of s give (H − s)* = H − s. Taking the adjoint of the factorisation,

(H − s)Q = (QR)*Q = R*Q*Q = R*.

The matrix R* is lower triangular, so its last column has only a bottom entry:

(H − s) Q e_n = conj(R_nn) e_n.

No inverse has been used so far. In the proof, `hAQ` is the matrix identity, and the case split on `i` reads off the column.

```lean
/-- For Hermitian `H`, the shifted matrix sends the last column of `Q` to the conjugate of
the last diagonal entry of `R` times the last basis vector. -/
theorem last_column {H Q R H' : Mat n} {s : ℝ} (hH : H.IsHermitian)
    (h : QRStep H s Q R H') :
    shifted H s *ᵥ (Q *ᵥ basisVec (Fin.last n)) =
      star (R (Fin.last n) (Fin.last n)) • basisVec (Fin.last n) := by
  have hA : (shifted H s)ᴴ = shifted H s := by
    simp [shifted, Matrix.conjTranspose_sub, Matrix.conjTranspose_smul, hH.eq]
  -- Hermiticity turns the factorisation into (H - s) Q = R*, which is lower triangular.
  have hAQ : shifted H s * Q = Rᴴ := by
    rw [← hA, h.factor, Matrix.conjTranspose_mul, mul_assoc, h.unitary, mul_one]
  rw [Matrix.mulVec_mulVec, hAQ]
  ext i
  rw [mulVec_basisVec, Matrix.conjTranspose_apply]
  by_cases hi : i = Fin.last n
  · subst hi
    simp [basisVec]
  · have h0 := h.upper (Fin.last n) i (lt_of_le_of_ne (Fin.le_last i) hi)
    simp [basisVec, hi, h0]
```

When s is not an eigenvalue, both relations can be solved for the columns of Q:

Q e_0 = (1/R_00)(H − s) e_0,

Q e_n = conj(R_nn)(H − s)⁻¹ e_n.

For n = 0 the two columns coincide. Then H is a real number h, Q is a phase, and the two formulas agree because |R_00|² = (h − s)².

```lean
/-- One QR step on a Hermitian matrix, with a real shift that is not an eigenvalue, is a
unitary similarity whose first column is a power step and whose last is an inverse step. -/
theorem qr_step_two_iterations {H Q R H' : Mat n} {s : ℝ} (hH : H.IsHermitian)
    (hs : ∀ v, H *ᵥ v = (s : ℂ) • v → v = 0) (h : QRStep H s Q R H') :
    H' = Qᴴ * H * Q ∧ (∀ i, R i i ≠ 0) ∧
    Q *ᵥ basisVec 0 = (R 0 0)⁻¹ • (shifted H s *ᵥ basisVec 0) ∧
    Q *ᵥ basisVec (Fin.last n) = star (R (Fin.last n) (Fin.last n)) •
      ((shifted H s)⁻¹ *ᵥ basisVec (Fin.last n)) := by
  have hd := det_shifted_ne_zero hs
  refine ⟨step_similarity h, diag_ne_zero h hd, ?_, ?_⟩
  · rw [first_column h, smul_smul, inv_mul_cancel₀ (diag_ne_zero h hd 0), one_smul]
  · rw [← Matrix.mulVec_smul, ← last_column hH h, Matrix.mulVec_mulVec,
      Matrix.nonsing_inv_mul _ (isUnit_iff_ne_zero.mpr hd), Matrix.one_mulVec]
```

## Chaining the steps

If H_k = U_k* H_0 U_k, one more step gives

H_{k+1} = Q_k* H_k Q_k = (U_k Q_k)* H_0 (U_k Q_k) = U_{k+1}* H_0 U_{k+1}.

The same induction shows that U_k*U_k = 1.

```lean
/-- After `k` QR steps the accumulated factor `U` is unitary and the iterate is `U* H U`. -/
theorem accumulated_similarity {H Q R : ℕ → Mat n} {s : ℕ → ℝ} (k : ℕ)
    (h : ∀ j < k, QRStep (H j) (s j) (Q j) (R j) (H (j + 1))) :
    (accumulated Q k)ᴴ * accumulated Q k = 1 ∧
    H k = (accumulated Q k)ᴴ * H 0 * accumulated Q k := by
  induction k with
  | zero => simp [accumulated]
  | succ k ih =>
    obtain ⟨hU, hS⟩ := ih (fun j hj => h j (by omega))
    have hk := h k (by omega)
    constructor
    · calc (accumulated Q k * Q k)ᴴ * (accumulated Q k * Q k)
          = (Q k)ᴴ * ((accumulated Q k)ᴴ * accumulated Q k) * Q k := by
            simp only [Matrix.conjTranspose_mul, mul_assoc]
        _ = 1 := by rw [hU, mul_one, hk.unitary]
    · rw [step_similarity hk, hS]
      simp only [accumulated, Matrix.conjTranspose_mul, mul_assoc]
```

To use the one-step relations at H_k, they must be carried back to H_0. Let B = U*AU with U*U = 1. Then UB = UU*AU = AU, and subtracting tU from both sides gives

(A − t)U = U(B − t).

This calculation needs UU* = 1, whereas the hypothesis provides only U*U = 1. Mathlib's `mul_eq_one_comm` supplies the exchange: for square matrices over ℂ, a left inverse is also a right inverse. The relation between H_0 and the later iterates is proved here with this fact, which can fail in infinite dimension. On an infinite-dimensional Hilbert space an isometry can satisfy U*U = 1 without being unitary.

```lean
lemma intertwine {A B U : Mat n} (hU : Uᴴ * U = 1) (hB : B = Uᴴ * A * U) (t : ℝ) :
    shifted A t * U = U * shifted B t := by
  have h1 : U * (Uᴴ * A * U) = A * U := by
    rw [← mul_assoc, ← mul_assoc, mul_eq_one_comm.mp hU, one_mul]
  rw [shifted, shifted, hB, sub_mul, mul_sub, h1, smul_mul_assoc, one_mul,
    mul_smul_comm, mul_one]
```

Shifted copies of the same matrix commute, (H − t)(H − s) = (H − s)(H − t), and by induction H − t commutes with P_k.

```lean
lemma shifted_comm (H : Mat n) (s : ℕ → ℝ) (t : ℝ) (k : ℕ) :
    shifted H t * shiftProduct H s k = shiftProduct H s k * shifted H t := by
  induction k with
  | zero => simp [shiftProduct]
  | succ k ih =>
    have h1 : shifted H t * shifted H (s k) = shifted H (s k) * shifted H t := by
      simp only [shifted, sub_mul, mul_sub, smul_mul_assoc, mul_smul_comm, one_mul, mul_one]
      module
    rw [shiftProduct, ← mul_assoc, h1, mul_assoc, ih, mul_assoc]
```

Now let P_k be built from H_0, and let

a_k = ∏_{j<k} (R_j)_00, b_k = ∏_{j<k} conj((R_j)_nn).

The claims are that a_k and b_k are nonzero and that

P_k e_0 = a_k U_k e_0,

U_k e_n = b_k P_k⁻¹ e_n.

For k = 0 the products are empty and both equations are trivial. Suppose that they hold for k. Taking determinants in (H_0 − s_k)U_k = U_k(H_k − s_k) shows that H_k − s_k is nonsingular, so the diagonal entries of R_k are nonzero. It is therefore enough to assume that no shift is an eigenvalue of the original matrix H_0.

For the first column,

P_{k+1} e_0 = (H_0 − s_k) a_k U_k e_0 = a_k U_k (H_k − s_k) e_0 = a_k (R_k)_00 U_k Q_k e_0 = a_{k+1} U_{k+1} e_0.

For the last column,

(H_0 − s_k) U_{k+1} e_n = U_k (H_k − s_k) Q_k e_n = conj((R_k)_nn) U_k e_n.

The second equality is the one-step relation for the last column, which applies because H_k = U_k* H_0 U_k is Hermitian when H_0 is. Inverting H_0 − s_k and inserting the hypothesis for U_k e_n gives

U_{k+1} e_n = b_{k+1} (H_0 − s_k)⁻¹ P_k⁻¹ e_n = b_{k+1} (P_k (H_0 − s_k))⁻¹ e_n.

By commutation, the last inverse is P_{k+1}⁻¹. In the code, `hI` is the intertwining relation, `hdk` the determinant argument, and `h1` and `h2` in the final branch are the relation for the last column before and after inversion.

The shifts may differ from step to step and are arbitrary apart from the eigenvalue condition. The theorem is an exact identity for each k; it contains no shift strategy, convergence rate or rounding error.

```lean
/-- For `k` QR steps on a Hermitian matrix, with real shifts that are not eigenvalues, the
first accumulated column follows shifted power iteration and the last follows shifted
inverse iteration, with nonzero factors given by the corner entries of the `R_j`. -/
theorem qr_steps_two_iterations {H Q R : ℕ → Mat n} {s : ℕ → ℝ} (k : ℕ)
    (hH : (H 0).IsHermitian)
    (hs : ∀ j < k, ∀ v, H 0 *ᵥ v = (s j : ℂ) • v → v = 0)
    (h : ∀ j < k, QRStep (H j) (s j) (Q j) (R j) (H (j + 1))) :
    (∏ j ∈ Finset.range k, R j 0 0 ≠ 0) ∧
    (∏ j ∈ Finset.range k, star (R j (Fin.last n) (Fin.last n)) ≠ 0) ∧
    shiftProduct (H 0) s k *ᵥ basisVec 0 =
      (∏ j ∈ Finset.range k, R j 0 0) • (accumulated Q k *ᵥ basisVec 0) ∧
    accumulated Q k *ᵥ basisVec (Fin.last n) =
      (∏ j ∈ Finset.range k, star (R j (Fin.last n) (Fin.last n))) •
        ((shiftProduct (H 0) s k)⁻¹ *ᵥ basisVec (Fin.last n)) := by
  induction k with
  | zero => simp [shiftProduct, accumulated]
  | succ k ih =>
    obtain ⟨p1, p2, hF, hL⟩ := ih (fun j hj => hs j (by omega)) (fun j hj => h j (by omega))
    obtain ⟨hU, hS⟩ := accumulated_similarity k (fun j hj => h j (by omega))
    have hk := h k (by omega)
    have hI := intertwine hU hS (s k)
    have hd0 := det_shifted_ne_zero (hs k (by omega))
    have hdU : (accumulated Q k).det ≠ 0 := by
      intro h0
      have h1 := congrArg Matrix.det hU
      rw [Matrix.det_mul, h0, mul_zero, Matrix.det_one] at h1
      exact zero_ne_one h1
    -- The current iterate inherits the nonsingular shift from the original matrix.
    have hdk : (shifted (H k) (s k)).det ≠ 0 := by
      intro h0
      have h1 := congrArg Matrix.det hI
      rw [Matrix.det_mul, Matrix.det_mul, h0, mul_zero] at h1
      exact mul_ne_zero hd0 hdU h1
    have hHk : (H k).IsHermitian := by
      rw [hS]
      simp [Matrix.IsHermitian, Matrix.conjTranspose_mul, mul_assoc, hH.eq]
    refine ⟨?_, ?_, ?_, ?_⟩
    · rw [Finset.prod_range_succ]
      exact mul_ne_zero p1 (diag_ne_zero hk hdk 0)
    · rw [Finset.prod_range_succ]
      exact mul_ne_zero p2 (star_ne_zero.mpr (diag_ne_zero hk hdk _))
    · rw [shiftProduct, accumulated, ← Matrix.mulVec_mulVec, hF, Matrix.mulVec_smul,
        Matrix.mulVec_mulVec, hI, ← Matrix.mulVec_mulVec, first_column hk,
        Matrix.mulVec_smul, smul_smul, Matrix.mulVec_mulVec, Finset.prod_range_succ]
    · -- One more inverse step acts on the previous last column.
      have h1 : shifted (H 0) (s k) *ᵥ (accumulated Q (k + 1) *ᵥ basisVec (Fin.last n)) =
          star (R k (Fin.last n) (Fin.last n)) •
            (accumulated Q k *ᵥ basisVec (Fin.last n)) := by
        rw [accumulated, Matrix.mulVec_mulVec, ← mul_assoc, hI, mul_assoc,
          ← Matrix.mulVec_mulVec, ← Matrix.mulVec_mulVec, last_column hHk hk,
          Matrix.mulVec_smul]
      have h2 : accumulated Q (k + 1) *ᵥ basisVec (Fin.last n) =
          (shifted (H 0) (s k))⁻¹ *ᵥ (star (R k (Fin.last n) (Fin.last n)) •
            (accumulated Q k *ᵥ basisVec (Fin.last n))) := by
        rw [← h1, Matrix.mulVec_mulVec,
          Matrix.nonsing_inv_mul _ (isUnit_iff_ne_zero.mpr hd0), Matrix.one_mulVec]
      rw [h2, hL, shiftProduct, shifted_comm, Matrix.mul_inv_rev, Matrix.mulVec_smul,
        Matrix.mulVec_smul, smul_smul, Matrix.mulVec_mulVec, Finset.prod_range_succ,
        mul_comm (star (R k (Fin.last n) (Fin.last n)))]
```

## The two by two step, checked

The opening example satisfies every hypothesis of the one-step theorem. Its new matrix H′ = RQ + 1 has rows (148/25, −64/25) and (−64/25, −23/25). To see that 1 is not an eigenvalue, write (H − 1)v = 0 in components:

3v_0 + 4v_1 = 0, 4v_0 = 0.

Hence v = 0. The remaining conditions are checked entry by entry.

```lean
/-- An explicit QR step with shift one on a non-diagonal Hermitian two by two matrix that
does not have one as an eigenvalue. -/
theorem qr_step_witness :
    (!![4, 4; 4, 1] : Mat 1).IsHermitian ∧
    (∀ v, (!![4, 4; 4, 1] : Mat 1) *ᵥ v = ((1 : ℝ) : ℂ) • v → v = 0) ∧
    QRStep (n := 1) !![4, 4; 4, 1] 1 !![3/5, -4/5; 4/5, 3/5] !![5, 12/5; 0, -16/5]
      !![148/25, -64/25; -64/25, -23/25] := by
  refine ⟨?_, ?_, ?_, ?_, ?_, ?_⟩
  · ext i j
    fin_cases i <;> fin_cases j <;> simp
  · intro v hv
    have h0 := congrFun hv 0
    have h1 := congrFun hv 1
    simp [Matrix.mulVec, dotProduct, Fin.sum_univ_succ] at h0 h1
    have a : v 0 = 0 := h1
    have b : v 1 = 0 := by linear_combination h0 / 4 - 3 / 4 * a
    ext i
    fin_cases i
    · exact a
    · exact b
  · have c3 : (starRingEnd ℂ) 3 = 3 := Complex.ext (by simp) (by simp)
    have c4 : (starRingEnd ℂ) 4 = 4 := Complex.ext (by simp) (by simp)
    have c5 : (starRingEnd ℂ) 5 = 5 := Complex.ext (by simp) (by simp)
    ext i j
    fin_cases i <;> fin_cases j <;>
      simp [Matrix.mul_apply, Fin.sum_univ_succ, c3, c4, c5] <;> norm_num
  · intro i j hij
    fin_cases i <;> fin_cases j <;> first | exact absurd hij (by decide) | simp
  · ext i j
    fin_cases i <;> fin_cases j <;>
      simp [shifted, Matrix.mul_apply, Fin.sum_univ_succ] <;> norm_num
  · ext i j
    fin_cases i <;> fin_cases j <;> simp <;> norm_num

end

end QRStepTwoIterations
```

```lean
#print axioms QRStepTwoIterations.qr_step_two_iterations
#print axioms QRStepTwoIterations.qr_steps_two_iterations
```

```
'QRStepTwoIterations.qr_step_two_iterations' depends on axioms: [propext, Classical.choice, Quot.sound]
'QRStepTwoIterations.qr_steps_two_iterations' depends on axioms: [propext, Classical.choice, Quot.sound]
```
